# Averaged over particle relabelings, the recursive boson weight is the link permanent divided by N!

Let $a$ be a real $N\times N$ matrix, with $a_{ij}$ the weight of the link from the end of particle $i$'s imaginary-time path to the start of particle $j$'s. Labels run from 0. The ring $m\to m+1\to\cdots\to n\to m$ has weight
$$c(m..n)=a_{nm}\prod_{j=m}^{n-1}a_{j,j+1},$$
and the boson weights are
$$W_0=1,\qquad W_{n+1}=\frac1{n+1}\sum_{m=0}^{n}c(m..n)\,W_m .$$
When each link is the Boltzmann factor, at inverse temperature $\beta$, of the spring that joins the two path ends, $-\beta^{-1}\ln W_N$ is the exchange part of the Hirshberg–Rizzi–Parrinello potential. It uses only rings of consecutive labels, yet it is said to reproduce the sum over all $N!$ permutations. Can I see that made rigorous, with a machine-checked proof?

## Cutting the newest ring open

Yes, once the labels are averaged over. Take an open chain with ends $v,u$ and a list $x=(x_0,x_1,\dots)$ of waiting particles. The chain either closes by the link $v\to u$ or takes up $x_0$. With $x'$ the list without $x_0$, set $G_0(v,u)=a_{vu}$ and
$$G_{n+1}(x;v,u)=a_{vu}\frac{G_n(x';x_0,x_0)}{n+1}+a_{x_0u}\,G_n(x';v,x_0).$$

For the list $n-1,\dots,0$, induction gives
$$G_n(v,n)=\sum_{m=0}^{n}a_{vm}\Big(\prod_{j=m}^{n-1}a_{j,j+1}\Big)W_m .$$
In the step to $n+1$, closing supplies the term $m=n+1$, and absorbing particle $n$ multiplies the others by $a_{n,n+1}$. Setting $v=n$ yields $W_{n+1}=G_n(n,n)/(n+1)$.

Now let $P(r;s)$ be the permanent of the matrix $a_{r_is_j}$, and $x^{(p)}$ the list $x$ without $x_p$. For $x$ of length $n+1$, expansion along column $u$ gives
$$P(v,x;u,x)=a_{vu}P(x;x)+\sum_p a_{x_pu}\,P(v,x^{(p)};x_p,x^{(p)}).$$

Two identities follow together by induction on $n$:

- **Open chain:** for $x$ of length $n$, $\sum_\sigma G_n(x\sigma;v,u)=P(v,x;u,x)$, where $x\sigma$ is the reordered list.
- **Closed chain:** for $x$ of length $n+1$, summing $G_n(x';x_0,x_0)/(n+1)$ over all orderings of $x$ gives $P(x;x)$.

At $n=0$ the open identity reads $a_{vu}=a_{vu}$. The open identity implies the closed one at the same $n$: each choice of first particle contributes $P(x;x)/(n+1)$, and there are $n+1$ choices. Summing the recursion for $G_{n+1}$ over orderings then gives $a_{vu}P(x;x)$ from the closed identity and the sum over $p$ from the open one, which is the expansion above.

For $N=n+1$, the sum of $W_N$ over relabelings is the closed sum with the list reversed, hence $\operatorname{perm}a$. For $N=0$ both are 1. Dividing by $N!$ gives the average.

## What the theorems say

`average_bosonWeight` states this for every $N$ and every real matrix, with no sign condition. `a.submatrix σ σ` is the relabeled matrix $a_{\sigma(i)\sigma(j)}$; `linkTable` lets the recursion read it with natural-number labels.

In `symmetric_sum_exact`, `X` is a finite set of single-particle paths, `q` assigns one to each particle, and `k` gives the links. The function `O` holds the observable together with the remaining Boltzmann factor, interactions included. The hypothesis `hO` says that `O` is unchanged by exchanging particles, as it is for identical bosons. Then
$$\sum_q O(q)W_N(q)=\frac1{N!}\sum_q O(q)\operatorname{perm}\big[k(q_i,q_j)\big].$$
In path-integral simulation of bosons, $W_N$ can thus replace the explicit permutation sum when averaging symmetric functions of the paths, here on a finite set of discretised paths. Continuous integrals, time-step error and sampling are not treated.

Symmetry of `O` matters. Take three paths $A,B,C$ whose only links are $A\to B\to C\to A$, each of weight 1, and let $O$ be 1 on $(A,B,C)$ and 0 elsewhere. The left side is $1/3$, the right side $1/6$. The zero links are an idealisation: spring links are always positive, but they become as small as desired when the path ends they join are far apart. `bosonWeight_depends_on_labels` supplies the value $1/3$, and shows that it becomes 0 when two particles exchange labels.

In Lean 4 with Mathlib:

```lean
import Mathlib

open Finset Matrix

namespace BosonRingRecursion

noncomputable section

variable {ι : Type*} {n N : ℕ}

/-- Product of the links around the ring `m → m+1 → ⋯ → n → m`. -/
def cycleWeight (b : ℕ → ℕ → ℝ) (m n : ℕ) : ℝ :=
  b n m * ∏ j ∈ Ico m n, b j (j + 1)

/-- The recursive boson weight: the newest particle lies on a ring of consecutive labels
`m, …, n`, and the `m` older particles carry their own boson weight. -/
def bosonWeight (b : ℕ → ℕ → ℝ) : ℕ → ℝ
  | 0 => 1
  | n + 1 => (∑ m : Fin (n + 1), cycleWeight b m n * bosonWeight b m) / ((n : ℝ) + 1)

/-- The link matrix of `N` particles read with natural-number labels, zero outside. -/
def linkTable (a : Matrix (Fin N) (Fin N) ℝ) (i j : ℕ) : ℝ :=
  if h : i < N ∧ j < N then a ⟨i, h.1⟩ ⟨j, h.2⟩ else 0

/-- Permanent of the links from the particles `r` to the particles `c`. -/
def linkPerm (a : ι → ι → ℝ) (r c : Fin n → ι) : ℝ :=
  Matrix.permanent (Matrix.of fun i j => a (r i) (c j))

/-- The particles left after particle `p` is taken out; if `p` is not the first particle, the first
one is put in its place. -/
def rest (x : Fin (n + 1) → ι) (p : Fin (n + 1)) : Fin n → ι :=
  fun i => x (Equiv.swap 0 p i.succ)

/-- Weight of an open chain with ends `v` and `u`: it closes by the link `v → u`,
or takes up the next particle of the list `x`. -/
def worm (a : ι → ι → ℝ) : (n : ℕ) → (Fin n → ι) → ι → ι → ℝ
  | 0, _, v, u => a v u
  | n + 1, x, v, u =>
      a v u * (worm a n (fun i => x i.succ) (x 0) (x 0) / ((n : ℝ) + 1))
        + a (x 0) u * worm a n (fun i => x i.succ) v (x 0)

/-- A sum over all orderings is a sum over the first particle and the orderings of the rest. -/
theorem sum_split (x : Fin (n + 1) → ι) (F : ι → (Fin n → ι) → ℝ) :
    ∑ σ : Equiv.Perm (Fin (n + 1)), F (x (σ 0)) (fun i => x (σ i.succ))
      = ∑ p, ∑ e : Equiv.Perm (Fin n), F (x p) (fun i => rest x p (e i)) := by
  refine (Equiv.sum_comp Equiv.Perm.decomposeFin.symm
    (fun σ : Equiv.Perm (Fin (n + 1)) => F (x (σ 0)) (fun i => x (σ i.succ)))).symm.trans ?_
  rw [Fintype.sum_prod_type]
  simp only [Equiv.Perm.decomposeFin_symm_apply_zero,
    Equiv.Perm.decomposeFin_symm_apply_succ, rest]

/-- The permanent does not change when rows and columns are relabeled together. -/
theorem linkPerm_relabel (a : ι → ι → ℝ) (σ : Equiv.Perm (Fin n)) (r c : Fin n → ι) :
    linkPerm a (fun i => r (σ i)) (fun i => c (σ i)) = linkPerm a r c :=
  (Matrix.permanent_permute_cols σ
    ((Matrix.of fun i j => a (r i) (c j)).submatrix id σ)).trans
    (Matrix.permanent_permute_rows σ _)

/-- A permanent with an extra row `v` and an extra column `u` splits into a closed chain
and chains that have taken up one more particle. -/
theorem linkPerm_expansion (a : ι → ι → ℝ) (x : Fin (n + 1) → ι) (v u : ι) :
    linkPerm a (vecCons v x) (vecCons u x) = a v u * linkPerm a x x
      + ∑ q, a (x q) u * linkPerm a (vecCons v (rest x q)) (vecCons (x q) (rest x q)) := by
  -- expansion along the column of `u`
  have hl : linkPerm a (vecCons v x) (vecCons u x)
      = ∑ p, a (vecCons v x p) u * linkPerm a (rest (vecCons v x) p) x := by
    simp only [linkPerm, Matrix.permanent, Matrix.of_apply, Finset.mul_sum]
    refine Eq.trans ?_ (sum_split (vecCons v x) (fun y z => a y u * ∏ i, a (z i) (x i)))
    refine sum_congr rfl fun σ _ => ?_
    rw [Fin.prod_univ_succ]
    rfl
  rw [hl, Fin.sum_univ_succ]
  refine congrArg₂ (· + ·) ?_ ?_
  · have h0 : rest (vecCons v x) 0 = x := by
      funext i
      simp [rest]
    change a v u * _ = _
    rw [h0]
  · refine sum_congr rfl fun q _ => ?_
    have h1 : vecCons v (rest x q)
        = fun i => rest (vecCons v x) q.succ (Equiv.swap 0 q i) := by
      funext i
      refine Fin.cases ?_ (fun j => ?_) i
      · simp [rest]
      · have hk : Equiv.swap 0 q j.succ ≠ q := fun h => Fin.succ_ne_zero j
          ((Equiv.swap 0 q).injective (h.trans (Equiv.swap_apply_left 0 q).symm))
        have hs : Equiv.swap 0 q.succ (Equiv.swap 0 q j.succ).succ
            = (Equiv.swap 0 q j.succ).succ :=
          Equiv.swap_apply_of_ne_of_ne (Fin.succ_ne_zero _)
            (fun h => hk (Fin.succ_injective _ h))
        change x (Equiv.swap 0 q j.succ)
          = vecCons v x (Equiv.swap 0 q.succ (Equiv.swap 0 q j.succ).succ)
        rw [hs]
        rfl
    have h2 : vecCons (x q) (rest x q) = fun i => x (Equiv.swap 0 q i) := by
      funext i
      refine Fin.cases ?_ (fun j => rfl) i
      simp
    change a (x q) u * _ = _
    rw [h1, h2, linkPerm_relabel a (Equiv.swap 0 q) (rest (vecCons v x) q.succ) x]

/-- Summed over all orderings, an open chain gives the permanent with an extra row and column, and a
chain closed on its own first particle, divided by `n + 1`, gives the permanent itself. -/
theorem sum_worm (a : ι → ι → ℝ) (n : ℕ) :
    (∀ (x : Fin n → ι) (v u : ι), ∑ σ : Equiv.Perm (Fin n), worm a n (fun i => x (σ i)) v u
      = linkPerm a (vecCons v x) (vecCons u x)) ∧
    (∀ x : Fin (n + 1) → ι, ∑ σ : Equiv.Perm (Fin (n + 1)),
      worm a n (fun i => x (σ i.succ)) (x (σ 0)) (x (σ 0)) / ((n : ℝ) + 1)
      = linkPerm a x x) := by
  have close : ∀ n : ℕ, (∀ (x : Fin n → ι) (v u : ι),
      ∑ σ : Equiv.Perm (Fin n), worm a n (fun i => x (σ i)) v u
        = linkPerm a (vecCons v x) (vecCons u x)) →
      ∀ x : Fin (n + 1) → ι, ∑ σ : Equiv.Perm (Fin (n + 1)),
        worm a n (fun i => x (σ i.succ)) (x (σ 0)) (x (σ 0)) / ((n : ℝ) + 1)
        = linkPerm a x x := by
    intro n h x
    refine (sum_split x (fun y z => worm a n z y y / ((n : ℝ) + 1))).trans ?_
    -- every choice of first particle contributes the same permanent
    have hp : ∀ p, ∑ e : Equiv.Perm (Fin n),
        worm a n (fun i => rest x p (e i)) (x p) (x p) / ((n : ℝ) + 1)
        = linkPerm a x x / ((n : ℝ) + 1) := by
      intro p
      have h2 : vecCons (x p) (rest x p) = fun i => x (Equiv.swap 0 p i) := by
        funext i
        refine Fin.cases ?_ (fun j => rfl) i
        simp
      rw [← Finset.sum_div, h (rest x p) (x p) (x p), h2, linkPerm_relabel a _ x x]
    refine (sum_congr rfl fun p _ => hp p).trans ?_
    have hn : (n : ℝ) + 1 ≠ 0 := by positivity
    rw [sum_const, card_univ, Fintype.card_fin, nsmul_eq_mul]
    push_cast
    field_simp
  have opened : ∀ (n : ℕ) (x : Fin n → ι) (v u : ι),
      ∑ σ : Equiv.Perm (Fin n), worm a n (fun i => x (σ i)) v u
        = linkPerm a (vecCons v x) (vecCons u x) := by
    intro n
    induction n with
    | zero =>
      intro x v u
      simp [worm, linkPerm, Matrix.permanent]
    | succ n ih =>
      intro x v u
      rw [linkPerm_expansion]
      simp only [worm]
      rw [sum_add_distrib, ← Finset.mul_sum, close n ih x]
      congr 1
      refine (sum_split x (fun y z => a y u * worm a n z v y)).trans ?_
      refine sum_congr rfl fun p _ => ?_
      rw [← ih (rest x p) v (x p), Finset.mul_sum]
  exact ⟨opened n, close n (opened n)⟩

/-- With the labels in descending order, the open chain is the sum over the label `m`
at which it closes, times the boson weight of the `m` older particles. -/
theorem worm_eq_sum (b : ℕ → ℕ → ℝ) (n : ℕ) : ∀ v : ℕ,
    worm b n (fun i => n - 1 - (i : ℕ)) v n
      = ∑ m ∈ range (n + 1), b v m * (∏ j ∈ Ico m n, b j (j + 1)) * bosonWeight b m := by
  induction n with
  | zero => intro v; simp [worm, bosonWeight]
  | succ n ih =>
    intro v
    have hW : bosonWeight b (n + 1) = (∑ m ∈ range (n + 1),
        b n m * (∏ j ∈ Ico m n, b j (j + 1)) * bosonWeight b m) / ((n : ℝ) + 1) := by
      rw [bosonWeight, Finset.sum_range]
      simp only [cycleWeight]
    have hx : (fun i : Fin n => n + 1 - 1 - ((i.succ : Fin (n + 1)) : ℕ))
        = fun i : Fin n => n - 1 - (i : ℕ) := by
      funext i
      simp only [Fin.val_succ]
      omega
    have e : worm b (n + 1) (fun i => n + 1 - 1 - (i : ℕ)) v (n + 1)
        = b v (n + 1) * (worm b n (fun i => n - 1 - (i : ℕ)) n n / ((n : ℝ) + 1))
          + b n (n + 1) * worm b n (fun i => n - 1 - (i : ℕ)) v n := by
      rw [← hx]
      rfl
    have hs : ∑ m ∈ range (n + 1),
        b v m * (∏ j ∈ Ico m (n + 1), b j (j + 1)) * bosonWeight b m
        = b n (n + 1) * ∑ m ∈ range (n + 1),
          b v m * (∏ j ∈ Ico m n, b j (j + 1)) * bosonWeight b m := by
      rw [Finset.mul_sum]
      refine sum_congr rfl fun m hm => ?_
      rw [Finset.prod_Ico_succ_top (Nat.lt_succ_iff.mp (mem_range.mp hm))]
      ring
    rw [Finset.sum_range_succ _ (n + 1), hs, Finset.Ico_self, Finset.prod_empty,
      e, ih n, ih v, ← hW]
    ring

/-- Relabeling the links is the same as relabeling the particles of the chain. -/
theorem worm_comp {κ : Type*} (a : ι → ι → ℝ) (f : κ → ι) (n : ℕ) :
    ∀ (x : Fin n → κ) (v u : κ), worm (fun i j => a (f i) (f j)) n x v u
      = worm a n (fun i => f (x i)) (f v) (f u) := by
  induction n with
  | zero => intro x v u; rfl
  | succ n ih => intro x v u; simp only [worm, ih]

/-- The boson weight of `n + 1` particles is the chain started and closed at the newest
particle, divided by `n + 1`. -/
theorem bosonWeight_eq_worm (A : Matrix (Fin (n + 1)) (Fin (n + 1)) ℝ) :
    bosonWeight (linkTable A) (n + 1) = worm (fun i j => A i j) n
      (fun i => Fin.rev i.succ) (Fin.rev 0) (Fin.rev 0) / ((n : ℝ) + 1) := by
  have hA : ∀ i j : Fin (n + 1), linkTable A (i : ℕ) (j : ℕ) = A i j := by
    intro i j
    unfold linkTable
    exact dif_pos ⟨i.isLt, j.isLt⟩
  have hx : ∀ i : Fin n, ((Fin.rev i.succ : Fin (n + 1)) : ℕ) = n - 1 - (i : ℕ) := by
    intro i
    simp only [Fin.val_rev, Fin.val_succ]
    omega
  have h0 : ((Fin.rev 0 : Fin (n + 1)) : ℕ) = n := by simp
  have h := worm_comp (linkTable A) (Fin.val : Fin (n + 1) → ℕ) n
    (fun i => Fin.rev i.succ) (Fin.rev 0) (Fin.rev 0)
  simp only [hA, hx, h0] at h
  rw [h, worm_eq_sum, bosonWeight, Finset.sum_range]
  simp only [cycleWeight]

/-- Averaged over all relabelings of the particles, the recursive boson weight
equals the permanent of the link matrix divided by `N!`. -/
theorem average_bosonWeight (a : Matrix (Fin N) (Fin N) ℝ) :
    (∑ σ : Equiv.Perm (Fin N), bosonWeight (linkTable (a.submatrix σ σ)) N)
      / (N.factorial : ℝ) = a.permanent / (N.factorial : ℝ) := by
  congr 1
  cases N with
  | zero => simp [bosonWeight, Matrix.permanent]
  | succ n =>
    have step : ∀ σ : Equiv.Perm (Fin (n + 1)),
        bosonWeight (linkTable (a.submatrix σ σ)) (n + 1)
        = worm (fun i j => a i j) n (fun i => σ (Fin.rev i.succ))
          (σ (Fin.rev 0)) (σ (Fin.rev 0)) / ((n : ℝ) + 1) := by
      intro σ
      rw [bosonWeight_eq_worm]
      exact congrArg (· / ((n : ℝ) + 1)) (worm_comp (fun i j => a i j) σ n _ _ _)
    refine (sum_congr rfl fun σ _ => step σ).trans ?_
    -- reversing the order of the labels permutes the terms of the sum
    refine (Equiv.sum_comp (Equiv.mulRight Fin.revPerm)
      (fun σ : Equiv.Perm (Fin (n + 1)) => worm (fun i j => a i j) n
        (fun i => σ i.succ) (σ 0) (σ 0) / ((n : ℝ) + 1))).trans ?_
    exact (sum_worm (fun i j => a i j) n).2 id

/-- Link matrix of the configuration `q`, with link `k` between two particle paths. -/
def pathLinks {X : Type*} (k : X → X → ℝ) (q : Fin N → X) : Matrix (Fin N) (Fin N) ℝ :=
  Matrix.of fun i j => k (q i) (q j)

/-- For a permutation-symmetric function `O` on finitely many path configurations, the sum
weighted by the recursive boson weight equals the sum weighted by the permanent over `N!`. -/
theorem symmetric_sum_exact {X : Type*} [Fintype X] (k : X → X → ℝ)
    (O : (Fin N → X) → ℝ) (hO : ∀ (σ : Equiv.Perm (Fin N)) q, O (q ∘ σ) = O q) :
    ∑ q, O q * bosonWeight (linkTable (pathLinks k q)) N
      = (∑ q, O q * (pathLinks k q).permanent) / (N.factorial : ℝ) := by
  have hN : (N.factorial : ℝ) ≠ 0 := Nat.cast_ne_zero.mpr N.factorial_ne_zero
  have key : ∀ σ : Equiv.Perm (Fin N),
      ∑ q, O q * bosonWeight (linkTable (pathLinks k q)) N
      = ∑ q, O q * bosonWeight (linkTable ((pathLinks k q).submatrix σ σ)) N := by
    intro σ
    refine (Equiv.sum_comp (σ.symm.arrowCongr (Equiv.refl X))
      (fun q => O q * bosonWeight (linkTable (pathLinks k q)) N)).symm.trans ?_
    refine sum_congr rfl fun q _ => ?_
    change O (q ∘ σ) * bosonWeight (linkTable ((pathLinks k q).submatrix σ σ)) N = _
    rw [hO]
  rw [eq_div_iff hN]
  calc (∑ q, O q * bosonWeight (linkTable (pathLinks k q)) N) * (N.factorial : ℝ)
      = ∑ _σ : Equiv.Perm (Fin N),
          ∑ q, O q * bosonWeight (linkTable (pathLinks k q)) N := by
        rw [sum_const, card_univ, Fintype.card_perm, Fintype.card_fin, nsmul_eq_mul, mul_comm]
    _ = ∑ σ : Equiv.Perm (Fin N),
          ∑ q, O q * bosonWeight (linkTable ((pathLinks k q).submatrix σ σ)) N :=
        sum_congr rfl fun σ _ => key σ
    _ = ∑ q, O q * (pathLinks k q).permanent := by
        rw [Finset.sum_comm]
        refine sum_congr rfl fun q _ => ?_
        rw [← Finset.mul_sum, (div_left_inj' hN).1 (average_bosonWeight (pathLinks k q))]

/-- Three particles whose only links are `0 → 1 → 2 → 0`. -/
def threeRing : Matrix (Fin 3) (Fin 3) ℝ := !![0, 1, 0; 0, 0, 1; 1, 0, 0]

/-- For the three-particle ring the boson weight is `1/3`, and it is `0` after
two particles exchange labels. -/
theorem bosonWeight_depends_on_labels :
    bosonWeight (linkTable threeRing) 3 = 1 / 3 ∧
    bosonWeight (linkTable (threeRing.submatrix (Equiv.swap 0 1) (Equiv.swap 0 1))) 3 = 0 := by
  -- the recursion written out for three particles
  have h3 : ∀ b : ℕ → ℕ → ℝ, bosonWeight b 3 = (b 2 0 * (b 0 1 * b 1 2)
      + b 2 1 * b 1 2 * b 0 0 + b 2 2 * ((b 1 0 * b 0 1 + b 1 1 * b 0 0) / 2)) / 3 := by
    intro b
    have hs : ∀ n : ℕ, bosonWeight b (n + 1)
        = (∑ m ∈ range (n + 1), cycleWeight b m n * bosonWeight b m) / ((n : ℝ) + 1) := by
      intro n
      rw [bosonWeight, Finset.sum_range]
    have w0 : bosonWeight b 0 = 1 := by rw [bosonWeight]
    have w1 : bosonWeight b 1 = b 0 0 := by
      refine (hs 0).trans ?_
      simp only [Finset.sum_range_succ, Finset.sum_range_zero, w0]
      simp only [cycleWeight, Finset.Ico_self, Finset.prod_empty]
      push_cast
      ring
    have w2 : bosonWeight b 2 = (b 1 0 * b 0 1 + b 1 1 * b 0 0) / 2 := by
      refine (hs 1).trans ?_
      simp only [Finset.sum_range_succ, Finset.sum_range_zero, w0, w1]
      simp only [cycleWeight, Finset.prod_Ico_eq_prod_range, Finset.prod_range_succ,
        Finset.prod_range_zero]
      push_cast
      ring
    refine (hs 2).trans ?_
    simp only [Finset.sum_range_succ, Finset.sum_range_zero, w0, w1, w2]
    simp only [cycleWeight, Finset.prod_Ico_eq_prod_range, Finset.prod_range_succ,
      Finset.prod_range_zero]
    push_cast
    ring
  have h : ∀ A : Matrix (Fin 3) (Fin 3) ℝ, bosonWeight (linkTable A) 3
      = (A 2 0 * (A 0 1 * A 1 2) + A 2 1 * A 1 2 * A 0 0
        + A 2 2 * ((A 1 0 * A 0 1 + A 1 1 * A 0 0) / 2)) / 3 := by
    intro A
    have e : ∀ i j : Fin 3, linkTable A (i : ℕ) (j : ℕ) = A i j := by
      intro i j
      unfold linkTable
      exact dif_pos ⟨i.isLt, j.isLt⟩
    rw [h3, show linkTable A 2 0 = A 2 0 from e 2 0, show linkTable A 0 1 = A 0 1 from e 0 1,
      show linkTable A 1 2 = A 1 2 from e 1 2, show linkTable A 2 1 = A 2 1 from e 2 1,
      show linkTable A 0 0 = A 0 0 from e 0 0, show linkTable A 2 2 = A 2 2 from e 2 2,
      show linkTable A 1 0 = A 1 0 from e 1 0, show linkTable A 1 1 = A 1 1 from e 1 1]
  have s0 : Equiv.swap (0 : Fin 3) 1 0 = 1 := by decide
  have s1 : Equiv.swap (0 : Fin 3) 1 1 = 0 := by decide
  have s2 : Equiv.swap (0 : Fin 3) 1 2 = 2 := by decide
  constructor
  · rw [h, show threeRing 2 0 = 1 from rfl, show threeRing 0 1 = 1 from rfl,
      show threeRing 1 2 = 1 from rfl, show threeRing 2 1 = 0 from rfl,
      show threeRing 0 0 = 0 from rfl, show threeRing 2 2 = 0 from rfl]
    norm_num
  · rw [h]
    simp only [Matrix.submatrix_apply, s0, s1, s2]
    norm_num [threeRing]

end

end BosonRingRecursion
```

```lean
#print axioms BosonRingRecursion.average_bosonWeight
-- 'BosonRingRecursion.average_bosonWeight' depends on axioms: [propext, Classical.choice, Quot.sound]
#print axioms BosonRingRecursion.symmetric_sum_exact
-- 'BosonRingRecursion.symmetric_sum_exact' depends on axioms: [propext, Classical.choice, Quot.sound]
#print axioms BosonRingRecursion.bosonWeight_depends_on_labels
-- 'BosonRingRecursion.bosonWeight_depends_on_labels' depends on axioms: [propext, Classical.choice, Quot.sound]
```

## How the proof follows the derivation

`worm` is $G_n$ and `linkPerm` is $P$. `worm_eq_sum` unrolls the chain, and `bosonWeight_eq_worm` closes it at the newest particle, using `worm_comp` to change labels.

`sum_split` separates a permutation into its first particle and an ordering of the rest, through `Equiv.Perm.decomposeFin`. `rest` fills the gap left by the removed particle with the first one; `linkPerm_relabel` shows that this reordering leaves the permanent unchanged. `linkPerm_expansion` is the column expansion.

In `sum_worm`, `close` derives the closed identity from the open one, and `opened` runs the induction. `average_bosonWeight` reverses the labels with `Fin.revPerm` and applies the closed identity. For `symmetric_sum_exact`, `key` relabels the configurations under the sum; adding up all $N!$ copies brings in the average.
